# A phase rotates the two Majorana components of a Dirac field, and their masses respect every phase only when equal

Suppose a free fermion equation contains both a field $\psi$ and its charge conjugate $C\psi$:

$$i\gamma^\mu\partial_\mu\psi=\alpha\,\psi+\beta\,C\psi,\qquad \alpha,\beta\in\mathbb R .$$

To read off the masses, one writes $\psi=(\psi_1+i\psi_2)/\sqrt2$ with $C\psi_1=\psi_1$ and $C\psi_2=\psi_2$, and equates components on the two sides. The operator on the left commutes with $C$, so the equation separates into one for $\psi_1$ with mass $m_1=\alpha+\beta$ and one for $\psi_2$ with mass $m_2=\alpha-\beta$. Equating components is legitimate because the decomposition is unique. For this non-interacting, single-field model, the same algebra decides whether the mass term respects the phase symmetry $\psi\mapsto e^{it}\psi$ associated with a conserved fermion number: it does exactly when $m_1=m_2$, with signs included.

The theorems below concern the algebra of $\psi$, $C\psi$ and the masses; the derivative operator and the conservation law are the physical setting and are not formalised.

## Fields, conjugation and components

The field takes values in a complex vector space $V$, or is itself an element of such a space. Nothing is assumed about its dimension, and no inner product is needed.

```lean
import Mathlib

open ComplexConjugate
open Complex (I)

namespace MajoranaDecomposition

noncomputable section

variable {V : Type*} [AddCommGroup V] [Module ℂ V]
```

The decomposition carries a factor $1/\sqrt2$, the usual normalisation for two self-conjugate fields. It is a real number, stored as a complex one so that it can multiply vectors in $V$.

```lean
/-- The normalisation factor `1/√2`, as a complex number. -/
def invSqrtTwo : ℂ := (((√2 : ℝ)⁻¹ : ℝ) : ℂ)
```

Two components $a,b\in V$ are assembled into one field by

$$(a,b)\longmapsto\frac{a+ib}{\sqrt2}.$$

```lean
/-- The field `(a + i b)/√2` built from two components `a` and `b`. -/
def recombine (a b : V) : V := invSqrtTwo • (a + I • b)
```

Charge conjugation is a map $C:V\to V$ that is additive and satisfies $C(z\psi)=z^*C\psi$ for complex $z$. In Lean this is the type `V →ₛₗ[starRingEnd ℂ] V`, where `starRingEnd ℂ` is complex conjugation. The first component of $\psi$ is

$$\psi_1=\frac{\psi+C\psi}{\sqrt2}.$$

```lean
/-- The first Majorana component `(ψ + Cψ)/√2`. -/
def majoranaRe (C : V →ₛₗ[starRingEnd ℂ] V) (ψ : V) : V :=
  invSqrtTwo • (ψ + C ψ)
```

The second is

$$\psi_2=\frac{-i(\psi-C\psi)}{\sqrt2}.$$

The names `majoranaRe` and `majoranaIm` reflect the analogy with real and imaginary parts, $C$ playing the role of complex conjugation. The components themselves are still vectors in $V$, and their entries in a given basis need not be real.

```lean
/-- The second Majorana component `-i(ψ - Cψ)/√2`. -/
def majoranaIm (C : V →ₛₗ[starRingEnd ℂ] V) (ψ : V) : V :=
  (-(I * invSqrtTwo)) • (ψ - C ψ)
```

The mass operator $M$ multiplies the components by real numbers $m_1$ and $m_2$ and reassembles the field:

$$M\psi=\frac{m_1\psi_1+i\,m_2\psi_2}{\sqrt2}.$$

The parameters $m_1$ and $m_2$ carry signs, while the masses of the particles are $|m_1|$ and $|m_2|$. The case $m_1=-m_2\neq0$, which is $\alpha=0$ and $\beta\neq0$ in the opening equation, therefore counts as unequal here although the two particles are equally heavy.

```lean
/-- The mass operator that multiplies the two Majorana components by `m₁` and `m₂`. -/
def massOp (C : V →ₛₗ[starRingEnd ℂ] V) (m₁ m₂ : ℝ) (ψ : V) : V :=
  recombine ((m₁ : ℂ) • majoranaRe C ψ) ((m₂ : ℂ) • majoranaIm C ψ)
```

For the matrix version of the argument, the rotation of the plane by an angle $t$ is

$$R(t)=\begin{pmatrix}\cos t&-\sin t\\ \sin t&\cos t\end{pmatrix}.$$

```lean
/-- The rotation of the plane by the angle `t`. -/
def rotation (t : ℝ) : Matrix (Fin 2) (Fin 2) ℝ :=
  !![Real.cos t, -Real.sin t; Real.sin t, Real.cos t]
```

## Two identities used throughout

The normalisation enters the calculations in pairs, through $\tfrac1{\sqrt2}\cdot\tfrac1{\sqrt2}=\tfrac12$.

```lean
/-- The square of the normalisation factor is one half. -/
theorem invSqrtTwo_mul_self : invSqrtTwo * invSqrtTwo = 1 / 2 := by
  unfold invSqrtTwo
  rw [← Complex.ofReal_mul, ← mul_inv, Real.mul_self_sqrt (by norm_num)]
  norm_num
```

Conjugate-linearity reverses the phase:

$$C(e^{it}\psi)=e^{-it}C\psi=(\cos t-i\sin t)\,C\psi .$$

In the proof, `map_smulₛₗ` takes the scalar out of $C$ as its conjugate, and Euler's formula splits the exponential. The tactic `module` then compares the coefficients of the vectors on both sides.

```lean
/-- Charge conjugation turns the phase `exp(it)` into `cos t - i sin t`. -/
theorem conj_phase (C : V →ₛₗ[starRingEnd ℂ] V) (t : ℝ) (ψ : V) :
    C (Complex.exp (t * I) • ψ)
      = ((Real.cos t : ℂ) - (Real.sin t : ℂ) * I) • C ψ := by
  rw [map_smulₛₗ, Complex.exp_mul_I, ← Complex.ofReal_cos, ← Complex.ofReal_sin,
    map_add, map_mul, Complex.conj_ofReal, Complex.conj_ofReal, Complex.conj_I]
  module
```

## Existence and uniqueness of the decomposition

Now assume also that $C(C\psi)=\psi$ for every $\psi$, which is the hypothesis `hC`. Physically, exchanging particle and antiparticle twice restores the original field. On a nonzero space, the assumption excludes conjugate-linear maps that square to $-1$, such as time reversal for a single spin one-half.

The components are self-conjugate:

$$C\psi_1=\frac{C\psi+\psi}{\sqrt2}=\psi_1,\qquad
C\psi_2=\frac{+i(C\psi-\psi)}{\sqrt2}=\frac{-i(\psi-C\psi)}{\sqrt2}=\psi_2 .$$

In the second equation, the sign from $(-i)^*=+i$ cancels the sign from exchanging $\psi$ and $C\psi$. The components also rebuild the field:

$$\frac{\psi_1+i\psi_2}{\sqrt2}=\tfrac12(\psi+C\psi)+\tfrac12(\psi-C\psi)=\psi .$$

For uniqueness, let $\psi=(a+ib)/\sqrt2$ with $Ca=a$ and $Cb=b$. Then $C\psi=(a-ib)/\sqrt2$, and therefore

$$\psi_1=\frac{\psi+C\psi}{\sqrt2}=\tfrac12(2a)=a,\qquad
\psi_2=\frac{-i(\psi-C\psi)}{\sqrt2}=\tfrac12(-i)(2ib)=b .$$

The theorem states this with `∃!` over pairs `p : V × V`: exactly one pair has both entries fixed by $C$ and recombines to $\psi$. The first three bullets of the proof are the three existence checks. In the last, `hc` is the formula for $C\psi$, while `h1` and `h2` recover $a$ and $b$. The product `I * I` is left visible in some coefficients because `module` treats $i$ as a symbol and does not know that $i^2=-1$; the rewrite with `Complex.I_mul_I` supplies that fact.

```lean
/-- Every field is `(ψ₁ + i ψ₂)/√2` for exactly one pair of fields `ψ₁`, `ψ₂` that are
invariant under charge conjugation. -/
theorem majorana_decomposition (C : V →ₛₗ[starRingEnd ℂ] V) (hC : ∀ x, C (C x) = x)
    (ψ : V) :
    ∃! p : V × V, C p.1 = p.1 ∧ C p.2 = p.2 ∧ ψ = recombine p.1 p.2 := by
  have hr : conj invSqrtTwo = invSqrtTwo := Complex.conj_ofReal _
  refine ⟨(majoranaRe C ψ, majoranaIm C ψ), ⟨?_, ?_, ?_⟩, ?_⟩
  · change C (majoranaRe C ψ) = majoranaRe C ψ
    rw [majoranaRe, map_smulₛₗ, map_add, hC, hr]
    module
  · change C (majoranaIm C ψ) = majoranaIm C ψ
    have hi : conj (-(I * invSqrtTwo)) = I * invSqrtTwo := by
      rw [map_neg, map_mul, hr, Complex.conj_I]
      ring
    rw [majoranaIm, map_smulₛₗ, map_sub, hC, hi]
    module
  · -- the two components recombine to the original field
    change ψ = recombine (majoranaRe C ψ) (majoranaIm C ψ)
    have h : recombine (majoranaRe C ψ) (majoranaIm C ψ)
        = (invSqrtTwo * invSqrtTwo * (1 - I * I)) • ψ
          + (invSqrtTwo * invSqrtTwo * (1 + I * I)) • C ψ := by
      unfold recombine majoranaRe majoranaIm
      module
    rw [h, invSqrtTwo_mul_self, Complex.I_mul_I]
    module
  · -- conjugating a decomposition flips the sign of its second part
    rintro ⟨a, b⟩ ⟨ha, hb, hψ⟩
    change C a = a at ha
    change C b = b at hb
    change ψ = recombine a b at hψ
    have hc : C ψ = invSqrtTwo • (a - I • b) := by
      rw [hψ, recombine, map_smulₛₗ, map_add, map_smulₛₗ, ha, hb, hr, Complex.conj_I]
      module
    have h1 : majoranaRe C ψ = (invSqrtTwo * invSqrtTwo * 2) • a := by
      rw [majoranaRe, hc, hψ, recombine]
      module
    have h2 : majoranaIm C ψ = (-(I * I) * (invSqrtTwo * invSqrtTwo) * 2) • b := by
      rw [majoranaIm, hc, hψ, recombine]
      module
    rw [invSqrtTwo_mul_self] at h1 h2
    rw [Complex.I_mul_I] at h2
    refine Prod.ext ?_ ?_
    · change a = majoranaRe C ψ
      rw [h1]
      module
    · change b = majoranaIm C ψ
      rw [h2]
      module
```

## The phase acts as a rotation

Replace $\psi$ by $e^{it}\psi$ in the definition of the first component, and use $\psi-C\psi=\sqrt2\,i\psi_2$:

$$\begin{aligned}
(e^{it}\psi)_1&=\frac{(\cos t+i\sin t)\psi+(\cos t-i\sin t)C\psi}{\sqrt2}\\
&=\cos t\,\psi_1+i\sin t\,\frac{\psi-C\psi}{\sqrt2}\\
&=\cos t\,\psi_1-\sin t\,\psi_2 .
\end{aligned}$$

For the second component, use $\psi+C\psi=\sqrt2\,\psi_1$:

$$\begin{aligned}
(e^{it}\psi)_2&=\frac{-i\left[(\cos t+i\sin t)\psi-(\cos t-i\sin t)C\psi\right]}{\sqrt2}\\
&=\cos t\,\psi_2+\sin t\,\frac{\psi+C\psi}{\sqrt2}\\
&=\sin t\,\psi_1+\cos t\,\psi_2 .
\end{aligned}$$

Together these say that the pair $(\psi_1,\psi_2)$, written as a column, is multiplied by $R(t)$. The Lean statement gives the two equations joined by `∧`. It needs only conjugate-linearity and makes no use of `hC`; the involution is what makes the two vectors self-conjugate. In the proof, `conj_phase` supplies the reversed phase, and the auxiliary equation `h` isolates the one factor $i^2$ in the second component.

```lean
/-- Multiplying a field by the phase `exp(it)` rotates its pair of Majorana components
by the angle `t`. -/
theorem phase_rotates_components (C : V →ₛₗ[starRingEnd ℂ] V) (t : ℝ) (ψ : V) :
    majoranaRe C (Complex.exp (t * I) • ψ)
        = (Real.cos t : ℂ) • majoranaRe C ψ - (Real.sin t : ℂ) • majoranaIm C ψ ∧
    majoranaIm C (Complex.exp (t * I) • ψ)
        = (Real.sin t : ℂ) • majoranaRe C ψ + (Real.cos t : ℂ) • majoranaIm C ψ := by
  unfold majoranaRe majoranaIm
  rw [conj_phase, Complex.exp_mul_I, ← Complex.ofReal_cos, ← Complex.ofReal_sin]
  constructor
  · module
  · have h : (-(I * invSqrtTwo)) • (((Real.cos t : ℂ) + (Real.sin t : ℂ) * I) • ψ
          - ((Real.cos t : ℂ) - (Real.sin t : ℂ) * I) • C ψ)
        = (-(I * I) * ((Real.sin t : ℂ) * invSqrtTwo)) • (ψ + C ψ)
          + (Real.cos t : ℂ) • (-(I * invSqrtTwo)) • (ψ - C ψ) := by
      module
    rw [h, Complex.I_mul_I]
    module
```

## Dirac and Majorana parts of the mass

Inserting the components into the mass operator gives

$$M\psi=\frac{m_1}{2}(\psi+C\psi)+\frac{m_2}{2}(\psi-C\psi)
=\frac{m_1+m_2}{2}\,\psi+\frac{m_1-m_2}{2}\,C\psi .$$

The first term is a Dirac mass equal to the mean of the two masses. The second is a Majorana mass equal to half their difference. These are the coefficients $\alpha$ and $\beta$ of the opening equation.

The proof follows the same two stages: `h` is the middle expression with its factors of $1/\sqrt2$ and $i$ still unevaluated, and the final `module` collects the coefficients of $\psi$ and $C\psi$.

```lean
/-- The mass operator is the mean mass times `ψ` plus half the mass difference
times the charge-conjugate field. -/
theorem massOp_eq (C : V →ₛₗ[starRingEnd ℂ] V) (m₁ m₂ : ℝ) (ψ : V) :
    massOp C m₁ m₂ ψ
      = (((m₁ : ℂ) + m₂) / 2) • ψ + (((m₁ : ℂ) - m₂) / 2) • C ψ := by
  have h : massOp C m₁ m₂ ψ = (invSqrtTwo * invSqrtTwo * m₁) • (ψ + C ψ)
      + (-(I * I) * (invSqrtTwo * invSqrtTwo) * m₂) • (ψ - C ψ) := by
    unfold massOp recombine majoranaRe majoranaIm
    module
  rw [h, invSqrtTwo_mul_self, Complex.I_mul_I]
  module
```

## Which phases a mass splitting allows

The Dirac part commutes with multiplication by $e^{it}$. The Majorana part does not in general, since $C$ reverses the phase:

$$\begin{aligned}
M(e^{it}\psi)-e^{it}M\psi&=\frac{m_1-m_2}{2}\,(e^{-it}-e^{it})\,C\psi\\
&=(m_2-m_1)\,i\sin t\;C\psi .
\end{aligned}$$

If $m_1=m_2$ or $\sin t=0$, the right-hand side vanishes for every $\psi$. Conversely, suppose that it vanishes for every $\psi$. Choose a nonzero vector $\varphi$ and set $\psi=C\varphi$, so that $C\psi=\varphi$. Then $(m_2-m_1)\,i\sin t\;\varphi=0$ with $\varphi\neq0$, which forces $(m_2-m_1)\sin t=0$.

For a fixed angle $t$, the theorem therefore says that $M$ commutes with the phase on all fields if and only if $m_1=m_2$ or $\sin t=0$. The exceptional phases are $e^{it}=\pm1$, so a mass splitting still permits the sign change $\psi\mapsto-\psi$. The assumption `[Nontrivial V]` provides the nonzero vector; on the zero space every pair of masses would pass the test.

The displayed difference is `key` in the proof. The forward direction evaluates it at `C φ` and removes the nonzero factors one at a time. The reverse direction substitutes either condition and simplifies.

```lean
/-- The mass operator commutes with the single phase `exp(it)` exactly when the two
Majorana masses agree or `sin t = 0`. -/
theorem massOp_commutes_phase_iff [Nontrivial V] (C : V →ₛₗ[starRingEnd ℂ] V)
    (hC : ∀ x, C (C x) = x) (m₁ m₂ t : ℝ) :
    (∀ ψ, massOp C m₁ m₂ (Complex.exp (t * I) • ψ)
        = Complex.exp (t * I) • massOp C m₁ m₂ ψ) ↔ m₁ = m₂ ∨ Real.sin t = 0 := by
  -- the failure to commute is proportional to the mass difference
  have key : ∀ ψ, massOp C m₁ m₂ (Complex.exp (t * I) • ψ)
      - Complex.exp (t * I) • massOp C m₁ m₂ ψ
      = (((m₂ : ℂ) - m₁) * (Real.sin t : ℂ) * I) • C ψ := by
    intro ψ
    rw [massOp_eq, massOp_eq, conj_phase, Complex.exp_mul_I, ← Complex.ofReal_cos,
      ← Complex.ofReal_sin]
    module
  constructor
  · intro h
    obtain ⟨φ, hφ⟩ := exists_ne (0 : V)
    have k := key (C φ)
    rw [h, sub_self, hC] at k
    have h1 := (smul_eq_zero.mp k.symm).resolve_right hφ
    have h2 := (mul_eq_zero.mp h1).resolve_right Complex.I_ne_zero
    have h3 : (m₂ - m₁) * Real.sin t = 0 := by exact_mod_cast h2
    rcases mul_eq_zero.mp h3 with h4 | h4
    · left
      linarith
    · exact Or.inr h4
  · intro h ψ
    apply sub_eq_zero.mp
    rw [key]
    rcases h with h | h
    · rw [h]
      simp
    · rw [h]
      simp
```

Full phase symmetry requires commutation for every $t$. Taking $t=\pi/2$, where $\sin t=1$, already excludes unequal masses. For equal masses, the single-angle result gives commutation at every angle. Hence

$$M(e^{it}\psi)=e^{it}M\psi\ \text{ for all } t,\psi
\quad\Longleftrightarrow\quad m_1=m_2 .$$

```lean
/-- The mass operator commutes with all phases exactly when the two Majorana masses
are equal. -/
theorem massOp_phase_symmetric_iff [Nontrivial V] (C : V →ₛₗ[starRingEnd ℂ] V)
    (hC : ∀ x, C (C x) = x) (m₁ m₂ : ℝ) :
    (∀ (t : ℝ) (ψ : V), massOp C m₁ m₂ (Complex.exp (t * I) • ψ)
        = Complex.exp (t * I) • massOp C m₁ m₂ ψ) ↔ m₁ = m₂ := by
  constructor
  · intro h
    -- a quarter turn already detects the mass difference
    rcases (massOp_commutes_phase_iff C hC m₁ m₂ (Real.pi / 2)).mp (h _) with h1 | h1
    · exact h1
    · rw [Real.sin_pi_div_two] at h1
      exact absurd h1 one_ne_zero
  · intro h t
    exact (massOp_commutes_phase_iff C hC m₁ m₂ t).mpr (Or.inl h)
```

## The same condition for two-by-two matrices

On the pair $(\psi_1,\psi_2)$ the masses act as $D=\mathrm{diag}(m_1,m_2)$ and the phase acts as $R(t)$. Direct multiplication gives

$$D\,R(t)-R(t)\,D=(m_2-m_1)\sin t\begin{pmatrix}0&1\\1&0\end{pmatrix}.$$

This vanishes for all $t$ exactly when $m_1=m_2$. The Lean theorem is a statement about real matrices and does not refer to $V$ or $C$; the rotation formula above connects it to the field.

The forward direction evaluates the matrix equation at $t=\pi/2$ and reads the upper right entry, which has indices `0` and `1` in Lean's numbering from zero. The converse checks all four entries.

```lean
/-- The mass matrix `diag(m₁, m₂)` commutes with all rotations of the plane exactly when
`m₁ = m₂`. -/
theorem massMatrix_commutes_rotation_iff (m₁ m₂ : ℝ) :
    (∀ t, !![m₁, 0; 0, m₂] * rotation t = rotation t * !![m₁, 0; 0, m₂]) ↔ m₁ = m₂ := by
  constructor
  · intro h
    have h1 := congrFun (congrFun (h (Real.pi / 2)) 0) 1
    simpa [rotation, Matrix.mul_apply, Fin.sum_univ_succ] using h1
  · rintro rfl t
    ext i j
    fin_cases i <;> fin_cases j <;>
      simp [rotation, Matrix.mul_apply, Fin.sum_univ_succ, mul_comm]
```

## Charge conjugation of a four-component spinor

A concrete choice of $C$ acts on a spinor $\chi=(\chi_0,\chi_1,\chi_2,\chi_3)$ in the Weyl basis, with the first two entries forming one chirality and the last two the other:

$$C\chi=i\gamma^2\chi^*=(\chi_3^*,\,-\chi_2^*,\,-\chi_1^*,\,\chi_0^*),\qquad
\gamma^2=\begin{pmatrix}0&\sigma_2\\-\sigma_2&0\end{pmatrix}.$$

Here $\sigma_2$ is the second Pauli matrix, and the overall phase of $C$ is fixed by convention. The code defines the map by its four entries, without introducing gamma matrices, and verifies additivity and conjugate-linearity entry by entry.

```lean
/-- The conjugate-linear map `(ψ₀, ψ₁, ψ₂, ψ₃) ↦ (ψ₃*, -ψ₂*, -ψ₁*, ψ₀*)` on
four-component spinors, which is charge conjugation in the Weyl basis. -/
def spinorConj : (Fin 4 → ℂ) →ₛₗ[starRingEnd ℂ] (Fin 4 → ℂ) where
  toFun ψ := ![conj (ψ 3), -conj (ψ 2), -conj (ψ 1), conj (ψ 0)]
  map_add' x y := by
    ext i
    fin_cases i <;> simp <;> ring
  map_smul' c x := by
    ext i
    fin_cases i <;> simp
```

Applying the map a second time gives

$$C(C\chi)=\bigl((\chi_0^*)^*,\,-(-\chi_1^*)^*,\,-(-\chi_2^*)^*,\,(\chi_3^*)^*\bigr)=\chi .$$

This is the hypothesis `hC` for $V=\mathbb C^4$, so the decomposition and both mass criteria apply to these spinors.

```lean
/-- Charge conjugation of four-component spinors is an involution. -/
theorem spinorConj_witness (ψ : Fin 4 → ℂ) : spinorConj (spinorConj ψ) = ψ := by
  ext i
  fin_cases i <;> simp [spinorConj]

end

end MajoranaDecomposition
```

```lean
#print axioms MajoranaDecomposition.majorana_decomposition
#print axioms MajoranaDecomposition.phase_rotates_components
#print axioms MajoranaDecomposition.massOp_phase_symmetric_iff
#print axioms MajoranaDecomposition.massMatrix_commutes_rotation_iff
```

```
'MajoranaDecomposition.majorana_decomposition' depends on axioms: [propext, Classical.choice, Quot.sound]
'MajoranaDecomposition.phase_rotates_components' depends on axioms: [propext, Classical.choice, Quot.sound]
'MajoranaDecomposition.massOp_phase_symmetric_iff' depends on axioms: [propext, Classical.choice, Quot.sound]
'MajoranaDecomposition.massMatrix_commutes_rotation_iff' depends on axioms: [propext, Classical.choice, Quot.sound]
```
